# With nonzero amplitudes, a symmetric quadratic observable is independent of the special-displacement signs exactly when it is mode-diagonal

A statement that one displaced geometry reproduces a thermal average must first settle what stands for the average. Here the average is not constructed as an integral over a Gaussian distribution of nuclear positions but enters as a number attached to the observable. For a finite set of real normal coordinates \(x_v\), one for each phonon mode \(v\), a real matrix \(A\) and an amplitude \(\sigma_v\) for each mode, the observable is \(Q(x) = x^{T} A x\) and its thermal value is defined to be
\[ \bar Q = \sum_v A_{vv}\,\sigma_v^2 . \]
The physics behind this definition is the harmonic crystal, in which different normal coordinates are uncorrelated, \(\langle x_u x_v\rangle = \delta_{uv}\sigma_v^2\), so that only the diagonal of \(A\) survives the average. For a mass-weighted coordinate of frequency \(\omega_v > 0\) at temperature \(T\), the mean-square amplitude is \(\sigma_v^2 = (\hbar/2\omega_v)\coth(\hbar\omega_v/2k_BT)\), with \(\hbar\) the reduced Planck constant and \(k_B\) the Boltzmann constant, and zero-point motion keeps it positive as \(T \to 0\). In the theorems the \(\sigma_v\) are free real numbers, and the condition \(\sigma_v \neq 0\) stands for the fact that every mode moves.

A sign configuration is a choice \(s_v = \pm 1\) for each mode, and its special displacement is \(x_v = s_v\sigma_v\). For symmetric \(A\) and all \(\sigma_v \neq 0\), the value \(Q(x)\) is the same on every sign configuration if and only if \(A\) is diagonal, and the common value is then \(\bar Q\). For an estimate of, say, an electronic level shift from a single finite supercell in which all modes are displaced at once, with harmonic modes and the shift truncated at second order, the extension to linear terms proved below shows that arbitrary signs give the thermal value only when the first-order coupling to each mode and the second-order coupling between distinct modes both vanish.

## Two sign flips isolate one coupling

Write \(Q(s)\) for the value of \(Q\) on the displacement built from \(s\), let \(F_i s\) be the configuration with the sign of mode \(i\) reversed, and let \(e_i\) be the unit vector along mode \(i\). Reversing the sign sends \(x_i\) to \(-x_i = x_i - 2x_i\), so the displacement of \(F_i s\) is \(x - 2x_i e_i\).

For vectors \(x, p, q\) set \(L(p) = p^{T}Ax + x^{T}Ap\), which is linear in \(p\). Expanding the products gives
\[ Q(x-p) = Q(x) - L(p) + Q(p), \qquad Q(x-q) = Q(x) - L(q) + Q(q), \]
\[ Q(x-p-q) = Q(x) - L(p) - L(q) + Q(p) + Q(q) + p^{T}Aq + q^{T}Ap . \]
In the combination with signs \(+,-,-,+\) everything cancels except the cross terms:
\[ Q(x) - Q(x-p) - Q(x-q) + Q(x-p-q) = p^{T}Aq + q^{T}Ap . \]
Take two distinct modes \(i \neq j\), with \(p = 2x_i e_i\) and \(q = 2x_j e_j\). Flipping \(i\) leaves \(x_j\) unchanged, so \(F_jF_i s\) has displacement \(x - p - q\). Since \(p^{T}Aq = 4x_iA_{ij}x_j\) and \(q^{T}Ap = 4x_jA_{ji}x_i\),
\[ Q(s) - Q(F_i s) - Q(F_j s) + Q(F_jF_i s) = 4\,(A_{ij} + A_{ji})\,x_i x_j . \]

Now let \(A\) be symmetric and let \(s\) have all signs \(+1\), so the right side is \(8A_{ij}\sigma_i\sigma_j\). Suppose that every configuration gives a value within \(\varepsilon\) of some number \(c\). The coefficients \(+1,-1,-1,+1\) add to zero, so \(c\) may be subtracted from each of the four values without changing the left side, which is then bounded by \(4\varepsilon\). Dividing by eight,
\[ |A_{ij}\,\sigma_i\sigma_j| \le \varepsilon/2 . \]
If all values coincide, choose \(c\) as the common value and \(\varepsilon = 0\). Then \(A_{ij}\sigma_i\sigma_j = 0\), and nonzero amplitudes force \(A_{ij} = 0\) for every \(i \neq j\).

Conversely, for diagonal \(A\),
\[ Q(s) = \sum_v A_{vv}\,s_v^2\sigma_v^2 = \sum_v A_{vv}\,\sigma_v^2 = \bar Q, \]
because \(s_v^2 = 1\). This completes the equivalence, and it also shows that every configuration returns \(\bar Q\) exactly when \(A\) is diagonal: if all values equal \(\bar Q\), they equal one another.

## Linear terms and non-symmetric matrices

An observable expanded about the equilibrium geometry reads \(O(x) = O_0 + b\cdot x + \tfrac12 x^{T}Ax\), with value \(O_0\), gradient \(b\) and symmetric Hessian \(A\) at \(x = 0\). Let all \(\sigma_v \neq 0\), here and in the rest of this section, and suppose that the observable is the same on all configurations. Reversing all signs sends \(x\) to \(-x\) and leaves the quadratic term unchanged, so \(0 = O(x) - O(-x) = 2\,b\cdot x\) on every configuration. Apply this to the all-plus configuration, where \(x = \sigma\), and to its flip at mode \(i\): \(b\cdot\sigma = 0\) and \(b\cdot\sigma - 2b_i\sigma_i = 0\), whence \(b_i = 0\). The quadratic term must then be constant by itself, so \(A\) is diagonal. Conversely, \(b = 0\) and diagonal \(A\) give \(O_0 + \bar Q/2\) throughout.

For a matrix without symmetry, \(x^{T}A^{T}x = x^{T}Ax\) gives \(x^{T}(A + A^{T})x = 2Q(x)\). The matrix \(A + A^{T}\) is symmetric, so \(Q\) is constant on configurations exactly when \(A + A^{T}\) is diagonal.

## Modes, signs and observables in Lean

The modes are the elements of a finite type `ι`, vectors are functions `ι → ℝ`, and \(A\) is a `Matrix ι ι ℝ`. The coordinates are real, so complex phonon amplitudes are understood as already combined into real standing waves, and "diagonal" refers to this one fixed basis. With a single mode or none, every matrix is diagonal and both sides of the main equivalence hold trivially.

```lean
import Mathlib

open Matrix

namespace OneShotSpecialDisplacement

noncomputable section

variable {ι : Type*} [Fintype ι] [DecidableEq ι]
```

Signs are real numbers restricted by a predicate, so that they multiply amplitudes directly.

```lean
/-- A sign configuration assigns `+1` or `-1` to every phonon mode. -/
def IsSignConfig (s : ι → ℝ) : Prop := ∀ v, s v = 1 ∨ s v = -1

/-- The special displacement `x_v = s_v σ_v` built from amplitudes `σ` and signs `s`. -/
def displacement (σ s : ι → ℝ) : ι → ℝ := fun v => s v * σ v
```

The flip \(F_i\) overwrites the entry at `i` with its negative.

```lean
/-- The configuration obtained from `s` by reversing the sign of mode `i`. -/
def flipMode (i : ι) (s : ι → ℝ) : ι → ℝ := Function.update s i (-s i)
```

The observable carries no factor \(\tfrac12\): `A *ᵥ x` is the vector \(Ax\) and `⬝ᵥ` is the dot product. The definition `thermalValue` is \(\bar Q\); that it equals a Gaussian average is the physical input described at the start and is not among the theorems.

```lean
/-- The quadratic observable `xᵀ A x` of the mode coordinates `x`. -/
def quadObs (A : Matrix ι ι ℝ) (x : ι → ℝ) : ℝ := x ⬝ᵥ A *ᵥ x

/-- The harmonic thermal value `∑ A_vv σ_v²` assigned to `xᵀ A x`. -/
def thermalValue (A : Matrix ι ι ℝ) (σ : ι → ℝ) : ℝ := ∑ v, A v v * σ v ^ 2
```

The second-order expansion does carry the factor \(\tfrac12\). Cubic and higher terms of the observable, and anharmonicity of the lattice, are absent from the model.

```lean
/-- The observable expanded to second order, `O₀ + b·x + xᵀ A x / 2`. -/
def taylorObs (O₀ : ℝ) (b : ι → ℝ) (A : Matrix ι ι ℝ) (x : ι → ℝ) : ℝ :=
  O₀ + b ⬝ᵥ x + quadObs A x / 2
```

## The flip identities

A flipped configuration is again a configuration, which allows a hypothesis about all configurations to be applied to the four that enter the difference. Both this lemma and the next split into the cases \(v = i\) and \(v \neq i\).

```lean
omit [Fintype ι] in
/-- Flipping one mode of a sign configuration gives a sign configuration. -/
theorem flipMode_isSignConfig {s : ι → ℝ} (hs : IsSignConfig s) (i : ι) :
    IsSignConfig (flipMode i s) := by
  intro v
  by_cases h : v = i
  · subst h
    rcases hs v with h | h <;> simp [flipMode, h]
  · simpa [flipMode, h] using hs v
```

The term `Pi.single i (2 * (s i * σ i))` is the vector \(2x_ie_i\).

```lean
omit [Fintype ι] in
/-- Flipping mode `i` subtracts `2 s_i σ_i` from coordinate `i` of the displacement and
leaves the other coordinates unchanged. -/
theorem displacement_flipMode (σ s : ι → ℝ) (i : ι) :
    displacement σ (flipMode i s) = displacement σ s - Pi.single i (2 * (s i * σ i)) := by
  funext v
  by_cases h : v = i
  · subst h
    simp only [displacement, flipMode, Function.update_self, Pi.sub_apply, Pi.single_eq_same]
    ring
  · simp [displacement, flipMode, h]
```

The mixed difference holds for any real `A` and any real `s`; the only hypothesis is `i ≠ j`. The step `key` is the four-term expansion, with the shifts \(p, q\) named `a` and `b`: `simp only` distributes the products over the subtractions and `ring` performs the cancellation. The step `single` evaluates the form on multiples of two unit vectors, giving one matrix element times the two coefficients. The step `hj` records that flipping `i` leaves the sign of `j` alone, and it is the one place where `hij` is used. The closing `rw` replaces the three flipped displacements by shifted ones and applies `key` and `single`.

```lean
/-- The mixed second difference of `xᵀ A x` under flips of two distinct modes `i`, `j` equals
`4 (A_ij + A_ji) x_i x_j`. -/
theorem double_flip_difference (A : Matrix ι ι ℝ) (σ s : ι → ℝ) {i j : ι} (hij : i ≠ j) :
    quadObs A (displacement σ s) - quadObs A (displacement σ (flipMode i s))
      - quadObs A (displacement σ (flipMode j s))
      + quadObs A (displacement σ (flipMode j (flipMode i s)))
      = 4 * (A i j + A j i) * (s i * σ i) * (s j * σ j) := by
  -- bilinearity: only the cross terms of the two shifts survive
  have key : ∀ x a b : ι → ℝ, quadObs A x - quadObs A (x - a) - quadObs A (x - b)
      + quadObs A (x - a - b) = a ⬝ᵥ A *ᵥ b + b ⬝ᵥ A *ᵥ a := by
    intro x a b
    simp only [quadObs, mulVec_sub, sub_dotProduct, dotProduct_sub]
    ring
  have single : ∀ (k l : ι) (c d : ℝ),
      (Pi.single k c : ι → ℝ) ⬝ᵥ A *ᵥ (Pi.single l d : ι → ℝ) = c * A k l * d := by
    intro k l c d
    rw [single_dotProduct]
    show c * (A k ⬝ᵥ (Pi.single l d : ι → ℝ)) = _
    rw [dotProduct_single]
    ring
  -- flipping `i` does not touch the sign of `j`
  have hj : flipMode i s j = s j := by simp [flipMode, hij.symm]
  rw [displacement_flipMode σ (flipMode i s) j, hj, displacement_flipMode σ s i,
    displacement_flipMode σ s j, key, single, single]
  ring
```

## The diagonal value and the coupling bound

For sufficiency, `A.IsDiag` says that `A i j = 0` whenever `i ≠ j`. The form is unfolded into a double sum, `Finset.sum_eq_single i` keeps the diagonal term of each inner sum, and the two cases \(s_i = \pm1\) play the part of \(s_i^2 = 1\). The amplitudes may be anything here, zero included.

```lean
omit [DecidableEq ι] in
/-- For diagonal `A`, every sign configuration gives `xᵀ A x = ∑ A_vv σ_v²`. -/
theorem quadObs_of_isDiag {A : Matrix ι ι ℝ} (hA : A.IsDiag) (σ : ι → ℝ) {s : ι → ℝ}
    (hs : IsSignConfig s) : quadObs A (displacement σ s) = thermalValue A σ := by
  unfold quadObs thermalValue
  simp only [dotProduct, mulVec]
  refine Finset.sum_congr rfl fun i _ => ?_
  rw [Finset.sum_eq_single i]
  · rcases hs i with h | h <;> simp only [displacement, h] <;> ring
  · intro j _ hj
    have h0 : A i j = 0 := hA hj.symm
    rw [h0, zero_mul]
  · simp
```

The bound takes the all-plus configuration, written `1`, as its base point. After symmetry has merged \(A_{ij}\) and \(A_{ji}\), `hd` states that the mixed difference equals \(8A_{ij}\sigma_i\sigma_j\). The four hypotheses `a0` to `a3` are the two-sided inequalities for the four configurations, and `linarith` adds them with the right signs. The number `c` is arbitrary and need not be the thermal value. The bound constrains the weighted product, so it says little about \(A_{ij}\) itself when the amplitudes are small.

```lean
/-- If for symmetric `A` all sign configurations give values of `xᵀ A x` within `ε` of a number
`c`, then every weighted intermode coupling obeys `|A_ij σ_i σ_j| ≤ ε / 2`. -/
theorem offDiag_bound {A : Matrix ι ι ℝ} (hA : A.IsSymm) {σ : ι → ℝ} {c ε : ℝ}
    (h : ∀ s, IsSignConfig s → |quadObs A (displacement σ s) - c| ≤ ε) {i j : ι}
    (hij : i ≠ j) : |A i j * σ i * σ j| ≤ ε / 2 := by
  have h1 : IsSignConfig (1 : ι → ℝ) := fun _ => Or.inl rfl
  have hd := double_flip_difference A σ 1 hij
  have hs : A j i = A i j := hA.apply i j
  simp only [Pi.one_apply, one_mul] at hd
  rw [hs] at hd
  -- four configurations, each within `ε` of `c`
  have a0 := abs_le.mp (h _ h1)
  have a1 := abs_le.mp (h _ (flipMode_isSignConfig h1 i))
  have a2 := abs_le.mp (h _ (flipMode_isSignConfig h1 j))
  have a3 := abs_le.mp (h _ (flipMode_isSignConfig (flipMode_isSignConfig h1 i) j))
  rw [abs_le]
  constructor <;> linarith [a0.1, a0.2, a1.1, a1.2, a2.1, a2.2, a3.1, a3.2]
```

## The equivalences

In words, the main theorem says: for symmetric `A` and amplitudes that are all nonzero, any two sign configurations `s` and `t` give equal values of `quadObs` if and only if `A.IsDiag`. Positivity of the amplitudes is not assumed, so the physical case \(\sigma_v > 0\) is included. The forward direction calls `offDiag_bound` with \(\varepsilon = 0\) and `c` equal to the all-plus value, turns the bound into \(A_{ij}\sigma_i\sigma_j = 0\), and discards the factors \(\sigma_i\) and \(\sigma_j\) by `hσ`. The reverse direction evaluates both sides by `quadObs_of_isDiag`.

```lean
/-- For symmetric `A` and nonzero amplitudes, `xᵀ A x` takes the same value on all sign
configurations `x_v = s_v σ_v` if and only if `A` is diagonal. -/
theorem sign_independent_iff_isDiag {A : Matrix ι ι ℝ} (hA : A.IsSymm) {σ : ι → ℝ}
    (hσ : ∀ v, σ v ≠ 0) :
    (∀ s t, IsSignConfig s → IsSignConfig t →
      quadObs A (displacement σ s) = quadObs A (displacement σ t)) ↔ A.IsDiag := by
  constructor
  · intro h i j hij
    have h1 : IsSignConfig (1 : ι → ℝ) := fun _ => Or.inl rfl
    have hb := offDiag_bound hA (σ := σ) (c := quadObs A (displacement σ 1)) (ε := 0)
      (fun s hs => by simp [h s 1 hs h1]) hij
    rw [zero_div, abs_nonpos_iff] at hb
    show A i j = 0
    simpa [hσ i, hσ j] using hb
  · intro hd s t hs ht
    rw [quadObs_of_isDiag hd σ hs, quadObs_of_isDiag hd σ ht]
```

The one-shot form compares each configuration with `thermalValue A σ`, and its proof is the reduction given above.

```lean
/-- For symmetric `A` and nonzero amplitudes, every single sign configuration reproduces the
thermal value `∑ A_vv σ_v²` if and only if `A` is diagonal. -/
theorem one_shot_exact_iff_isDiag {A : Matrix ι ι ℝ} (hA : A.IsSymm) {σ : ι → ℝ}
    (hσ : ∀ v, σ v ≠ 0) :
    (∀ s, IsSignConfig s → quadObs A (displacement σ s) = thermalValue A σ) ↔ A.IsDiag := by
  constructor
  · intro h
    exact (sign_independent_iff_isDiag hA hσ).mp fun s t hs ht => by rw [h s hs, h t ht]
  · intro hd s hs
    exact quadObs_of_isDiag hd σ hs
```

The quantifier over `s` deserves care, because replacing "every configuration" by "some configuration" makes the statement false. Take three modes labelled \(0, 1, 2\) with unit amplitudes and \(A_{01} = A_{10} = A_{02} = A_{20} = 1\), all other entries zero. Then \(Q(s) = 2s_0(s_1 + s_2)\) and \(\bar Q = 0\), so \(s = (1, 1, -1)\) is exact while \(s = (1,1,1)\) gives \(4\). A special displacement calculation chooses its signs so that the intermode terms cancel as far as possible, and `one_shot_exact_iff_isDiag` concerns the different question of when the choice of signs is immaterial.

In the theorem for the expanded observable, `lin` is the comparison of `s` with `-s`, which yields \(b\cdot x = 0\) on every configuration. The first branch after `refine` applies `lin` to the all-plus configuration and to its flip at `i` to obtain \(b_i = 0\), and the second removes the linear terms and hands the rest to the main theorem. An average over \(s\) and \(-s\) would cancel the linear term, but no such average is taken here, so a gradient \(b \neq 0\) already destroys sign independence.

```lean
/-- For symmetric `A` and nonzero amplitudes, `O₀ + b·x + xᵀ A x / 2` is the same on all sign
configurations if and only if `b = 0` and `A` is diagonal. -/
theorem taylor_sign_independent_iff (O₀ : ℝ) (b : ι → ℝ) {A : Matrix ι ι ℝ} (hA : A.IsSymm)
    {σ : ι → ℝ} (hσ : ∀ v, σ v ≠ 0) :
    (∀ s t, IsSignConfig s → IsSignConfig t → taylorObs O₀ b A (displacement σ s)
      = taylorObs O₀ b A (displacement σ t)) ↔ b = 0 ∧ A.IsDiag := by
  constructor
  · intro h
    -- comparing `s` with `-s` kills the linear term on every configuration
    have lin : ∀ s, IsSignConfig s → b ⬝ᵥ displacement σ s = 0 := by
      intro s hs
      have hn : IsSignConfig (-s) := fun v => by
        rcases hs v with e | e <;> simp [e]
      have hx : displacement σ (-s) = -displacement σ s := by
        funext v
        simp [displacement]
      have e := h s (-s) hs hn
      rw [hx] at e
      simp only [taylorObs, quadObs, mulVec_neg, dotProduct_neg, neg_dotProduct, neg_neg] at e
      linarith
    refine ⟨?_, (sign_independent_iff_isDiag hA hσ).mp fun s t hs ht => ?_⟩
    · funext i
      have h1 : IsSignConfig (1 : ι → ℝ) := fun _ => Or.inl rfl
      have e := lin _ (flipMode_isSignConfig h1 i)
      rw [displacement_flipMode, dotProduct_sub, lin _ h1, dotProduct_single] at e
      simpa [hσ i] using e
    · have e := h s t hs ht
      simp only [taylorObs, lin s hs, lin t ht] at e
      linarith
  · rintro ⟨rfl, hd⟩ s t hs ht
    simp only [taylorObs, zero_dotProduct, quadObs_of_isDiag hd σ hs, quadObs_of_isDiag hd σ ht]
```

## Symmetry and nonzero amplitudes as hypotheses

Without symmetry the condition moves to \(A + A^{T}\). The step `two` is the identity \(x^{T}(A + A^{T})x = 2Q(x)\), after which the main theorem is applied to the symmetric matrix and the factor two is removed by `linarith`. A two-mode matrix with \(A_{01} = 1\), \(A_{10} = -1\) and zero diagonal illustrates the change: \(A + A^{T} = 0\) and \(Q\) vanishes identically, although \(A\) is not diagonal.

```lean
/-- For an arbitrary real `A` and nonzero amplitudes, `xᵀ A x` is the same on all sign
configurations if and only if `A + Aᵀ` is diagonal. -/
theorem sign_independent_iff_symmPart_isDiag (A : Matrix ι ι ℝ) {σ : ι → ℝ}
    (hσ : ∀ v, σ v ≠ 0) :
    (∀ s t, IsSignConfig s → IsSignConfig t →
      quadObs A (displacement σ s) = quadObs A (displacement σ t)) ↔ (A + Aᵀ).IsDiag := by
  have hsym : (A + Aᵀ).IsSymm := by
    show (A + Aᵀ)ᵀ = A + Aᵀ
    rw [transpose_add, transpose_transpose, add_comm]
  -- the form only sees the symmetric part
  have two : ∀ x, quadObs (A + Aᵀ) x = 2 * quadObs A x := by
    intro x
    unfold quadObs
    rw [add_mulVec, dotProduct_add, mulVec_transpose, dotProduct_comm x (x ᵥ* A),
      ← dotProduct_mulVec]
    ring
  rw [← sign_independent_iff_isDiag hsym hσ]
  simp only [two]
  constructor <;> intro h s t hs ht <;> linarith [h s t hs ht]
```

The condition \(\sigma_v \neq 0\) is tested on two modes labelled \(0\) and \(1\). The symmetric matrix with \(A_{01} = A_{10} = 1\) and zero diagonal gives \(Q(x) = 2x_0x_1\). With \(\sigma = (1, 0)\) mode \(1\) is frozen, \(x_1 = 0\), and \(Q = 0\) whatever the signs, while \(A\) is not diagonal, so the forward direction of the main theorem fails. A zero amplitude does not occur for a harmonic mode with \(\omega_v > 0\), which keeps its zero-point motion; it describes a mode left out of the displacement. The theorem states that \(A\) is not diagonal, proved by reading off the entry at `0 1`, and that \(Q\) vanishes for every real `s`, not only for sign configurations, proved by expanding the two-term sums.

```lean
/-- With amplitudes `σ = (1, 0)`, the non-diagonal coupling `2 x₀ x₁` vanishes on the
displacement built from any `s`. -/
theorem frozen_mode_counterexample :
    ¬ (!![0, 1; 1, 0] : Matrix (Fin 2) (Fin 2) ℝ).IsDiag ∧
      ∀ s : Fin 2 → ℝ, quadObs !![0, 1; 1, 0] (displacement ![1, 0] s) = 0 := by
  constructor
  · intro h
    have h01 : (!![0, 1; 1, 0] : Matrix (Fin 2) (Fin 2) ℝ) 0 1 = 0 :=
      h (by decide : (0 : Fin 2) ≠ 1)
    simp at h01
  · intro s
    simp [quadObs, displacement, dotProduct, mulVec, Fin.sum_univ_two]

end

end OneShotSpecialDisplacement
```

```lean
#print axioms OneShotSpecialDisplacement.one_shot_exact_iff_isDiag
#print axioms OneShotSpecialDisplacement.taylor_sign_independent_iff
#print axioms OneShotSpecialDisplacement.sign_independent_iff_symmPart_isDiag
#print axioms OneShotSpecialDisplacement.frozen_mode_counterexample
```

```
'OneShotSpecialDisplacement.one_shot_exact_iff_isDiag' depends on axioms: [propext, Classical.choice, Quot.sound]
'OneShotSpecialDisplacement.taylor_sign_independent_iff' depends on axioms: [propext, Classical.choice, Quot.sound]
'OneShotSpecialDisplacement.sign_independent_iff_symmPart_isDiag' depends on axioms: [propext, Classical.choice, Quot.sound]
'OneShotSpecialDisplacement.frozen_mode_counterexample' depends on axioms: [propext, Classical.choice, Quot.sound]
```
